# In the oscillatory regime, the sign of the lagged stiffness decides whether a discrete mode grows or decays

Suppose a simulation of an undamped density oscillation shows an amplitude that slowly rises or dies away. It may be read as a physical instability or a finite lifetime, although it can come from evaluating part of the potential with the density of the previous time step. For a single linear mode with constant coefficients and a lag of one step, in the oscillatory regime defined below, the sign of the lagged stiffness settles which of the two appears.

## From a lagged force to growth or decay

Let $x_n$ be the real amplitude of one density-response mode at step $n$, and let $h$ be the time step. The model postulates

$$x_{n+2}-2x_{n+1}+x_n=-h^2(a\,x_{n+1}+k\,x_n).$$

Here $a$ is the stiffness of the force that follows the current amplitude, and $k$ is the stiffness of the part of the potential built from the amplitude one step earlier. The mass is absorbed in both. The force can be rewritten as

$$-(a x_{n+1}+k x_n)=-(a+k)x_{n+1}+k(x_{n+1}-x_n).$$

The first term is an instantaneous force of stiffness $a+k$. The second is proportional to the last displacement, hence to a velocity. For $k>0$ it pushes along the motion and acts as negative friction; for $k<0$ it acts as friction.

Put $p=2-h^2a$ and $q=1+h^2k$, so that $x_{n+2}=p\,x_{n+1}-q\,x_n$. The oscillatory regime is $p^2<4q$. Expanding the squares turns this into $h^4a^2<4h^2(a+k)$, so $h\neq0$ and the total stiffness $a+k$ is positive. It also gives $q>0$.

Define the discrete energy

$$E_n=(x_{n+1}-x_n)^2+h^2(a x_nx_{n+1}+k x_n^2)=x_{n+1}^2-p\,x_nx_{n+1}+q\,x_n^2 .$$

Divided by $2h^2$, it is a kinetic plus a potential energy per unit mass. One step later,

$$\begin{aligned}
E_{n+1}&=x_{n+2}(x_{n+2}-p\,x_{n+1})+q\,x_{n+1}^2\\
&=-q\,x_nx_{n+2}+q\,x_{n+1}^2\\
&=q\,(x_{n+1}^2-p\,x_nx_{n+1}+q\,x_n^2)=q\,E_n ,
\end{aligned}$$

so $E_n=q^nE_0$. Completing the square gives

$$4E_n=(2x_{n+1}-p\,x_n)^2+(4q-p^2)x_n^2\ \ge\ (4q-p^2)\,x_n^2 .$$

If some $x_m\neq0$, then $q^mE_0=E_m>0$, and therefore $E_0>0$. The cases follow.

- **$k>0$.** If $|x_n|\le B$ for all $n$, then $E_n\le 4B^2+h^2(|a|+k)B^2$. But $q>1$, so $E_n=q^nE_0$ exceeds every bound. The motion is unbounded.
- **$k=0$.** Now $q=1$, and $x_n^2\le 4E_0/(4q-p^2)$ bounds the motion. It cannot tend to zero, because $E_n$ would then tend to zero while it equals $E_0>0$.
- **$k<0$.** Now $0<q<1$, and $x_n^2\le 4E_0q^n/(4q-p^2)$ tends to zero.

## The stepping rule and its energy in Lean

```lean
import Mathlib

open Filter Topology

namespace LaggedPotentialStepping

noncomputable section
```

A trajectory is a function `x : ℕ → ℝ`, and the rule is a property of it.

```lean
/-- The time-stepping rule for an amplitude `x` with step `h`, where the force is
`-a` times the current amplitude minus `k` times the amplitude one step earlier. -/
def LaggedStep (h a k : ℝ) (x : ℕ → ℝ) : Prop :=
  ∀ n, x (n + 2) - 2 * x (n + 1) + x n = -h ^ 2 * (a * x (n + 1) + k * x n)
```

The indices start at `x n` and run up to `x (n + 2)`. Writing the rule with $x_{n+1}$, $x_n$ and $x_{n-1}$ for every natural $n$ would introduce an error that still compiles: natural-number subtraction gives `0 - 1 = 0`, so the case $n=0$ would impose $x_1=(1-h^2(a+k))x_0$. The theorem would then speak only about special initial data. In the form used here, $x_0$ and $x_1$ are free.

```lean
/-- The discrete energy of two successive amplitudes: a squared displacement plus
`h ^ 2` times a potential part. -/
def lagEnergy (h a k : ℝ) (x : ℕ → ℝ) (n : ℕ) : ℝ :=
  (x (n + 1) - x n) ^ 2 + h ^ 2 * (a * x n * x (n + 1) + k * x n ^ 2)
```

This is $E_n$, without the factor $1/(2h^2)$.

```lean
/-- The absolute value of the amplitude never exceeds one fixed bound. -/
def StaysBounded (x : ℕ → ℝ) : Prop := ∃ B : ℝ, ∀ n, |x n| ≤ B
```

Boundedness asks for one constant that serves all steps. Its negation says that for every bound there is a step at which $|x_n|$ exceeds it, not that $|x_n|$ grows at each step.

```lean
/-- The stepping rule is equivalent to the rule whose force is an instantaneous force of stiffness
`a + k` plus `k` times the displacement over the last step. -/
theorem lag_as_displacement_force (h a k : ℝ) (x : ℕ → ℝ) :
    LaggedStep h a k x ↔ ∀ n, x (n + 2) - 2 * x (n + 1) + x n =
      h ^ 2 * (-(a + k) * x (n + 1) + k * (x (n + 1) - x n)) := by
  constructor
  · intro hx n
    linear_combination hx n
  · intro hx n
    linear_combination hx n
```

The two forms of the force are equivalent. Each direction is the same linear rearrangement, which `linear_combination` verifies.

## Energy scaling and the amplitude envelope

```lean
/-- Along every trajectory the discrete energy is multiplied by `1 + h ^ 2 * k`
at each step. -/
theorem energy_pow {h a k : ℝ} {x : ℕ → ℝ} (hx : LaggedStep h a k x) (n : ℕ) :
    lagEnergy h a k x n = (1 + h ^ 2 * k) ^ n * lagEnergy h a k x 0 := by
  induction n with
  | zero => simp
  | succ n ih =>
    have e : x (n + 2) = (2 - h ^ 2 * a) * x (n + 1) - (1 + h ^ 2 * k) * x n := by
      linear_combination hx n
    -- one step of the recurrence rescales the quadratic form
    have s : lagEnergy h a k x (n + 1) = (1 + h ^ 2 * k) * lagEnergy h a k x n := by
      show (x (n + 2) - x (n + 1)) ^ 2
          + h ^ 2 * (a * x (n + 1) * x (n + 2) + k * x (n + 1) ^ 2)
        = (1 + h ^ 2 * k) * ((x (n + 1) - x n) ^ 2
          + h ^ 2 * (a * x n * x (n + 1) + k * x n ^ 2))
      rw [e]
      ring
    rw [s, ih, pow_succ]
    ring
```

The proof is an induction on `n`. The equation `e` solves the rule for $x_{n+2}$, and `s` is the one-step identity $E_{n+1}=qE_n$; after substitution, `ring` does the expansion carried out above. No condition on $h$, $a$ or $k$ is used.

```lean
/-- Four times the discrete energy is at least the squared amplitude multiplied by
`4 * (1 + h ^ 2 * k) - (2 - h ^ 2 * a) ^ 2`. -/
theorem energy_controls_amplitude (h a k : ℝ) (x : ℕ → ℝ) (n : ℕ) :
    (4 * (1 + h ^ 2 * k) - (2 - h ^ 2 * a) ^ 2) * x n ^ 2
      ≤ 4 * lagEnergy h a k x n := by
  unfold lagEnergy
  nlinarith [sq_nonneg (2 * x (n + 1) - (2 - h ^ 2 * a) * x n)]
```

This inequality holds for any sequence, whether or not it obeys the rule. The hint given to `nlinarith` is the square $(2x_{n+1}-p\,x_n)^2$ that was completed by hand.

```lean
/-- In the oscillatory regime `(2 - h ^ 2 * a) ^ 2 < 4 * (1 + h ^ 2 * k)` a nonzero
trajectory has positive initial discrete energy. -/
theorem energy_pos {h a k : ℝ} {x : ℕ → ℝ} (hx : LaggedStep h a k x)
    (hosc : (2 - h ^ 2 * a) ^ 2 < 4 * (1 + h ^ 2 * k)) (hne : x ≠ 0) :
    0 < lagEnergy h a k x 0 := by
  obtain ⟨m, hm⟩ := Function.ne_iff.mp hne
  have hm' : x m ≠ 0 := by simpa using hm
  have hq : 0 < 1 + h ^ 2 * k := by nlinarith [sq_nonneg (2 - h ^ 2 * a)]
  have h1 : 0 < (4 * (1 + h ^ 2 * k) - (2 - h ^ 2 * a) ^ 2) * x m ^ 2 :=
    mul_pos (sub_pos.mpr hosc) (by positivity)
  have h2 := energy_controls_amplitude h a k x m
  rw [energy_pow hx m] at h2
  have h3 : 0 < (1 + h ^ 2 * k) ^ m * lagEnergy h a k x 0 := by linarith
  exact (mul_pos_iff_of_pos_left (pow_pos hq m)).mp h3
```

The hypothesis `x ≠ 0` says that the trajectory is not identically zero, so $x_0=0$ with $x_1\neq0$ is allowed. The proof picks a step `m` with a nonzero amplitude, obtains $q^mE_0>0$ from the two preceding results, and removes the positive factor $q^m$.

```lean
/-- In the oscillatory regime the squared amplitude lies under a geometric envelope
with ratio `1 + h ^ 2 * k` per step. -/
theorem amplitude_envelope {h a k : ℝ} {x : ℕ → ℝ} (hx : LaggedStep h a k x)
    (hosc : (2 - h ^ 2 * a) ^ 2 < 4 * (1 + h ^ 2 * k)) (n : ℕ) :
    x n ^ 2 ≤ 4 * lagEnergy h a k x 0 / (4 * (1 + h ^ 2 * k) - (2 - h ^ 2 * a) ^ 2)
      * (1 + h ^ 2 * k) ^ n := by
  have b := energy_controls_amplitude h a k x n
  rw [energy_pow hx n] at b
  rw [div_mul_eq_mul_div, le_div_iff₀ (sub_pos.mpr hosc)]
  nlinarith [b]
```

Dividing by the positive number $4q-p^2$ gives the geometric envelope for $x_n^2$. The amplitude itself therefore has an envelope with ratio $\sqrt q$ per step. For small $h$ this corresponds to a rate of about $hk/2$ per unit time, so the spurious gain or damping shrinks only linearly with the time step.

## Three signs, three behaviours

The main theorem takes a trajectory of the rule, the oscillation condition `hosc`, and `x ≠ 0`. It states three equivalences: unbounded motion with `0 < k`, bounded motion that does not tend to zero with `k = 0`, and convergence to zero with `k < 0`. The long-time behaviour thus also reveals the sign of $k$. The step is not assumed positive, since `hosc` rules out $h=0$ and only $h^2$ enters.

```lean
/-- In the oscillatory regime a nonzero trajectory is unbounded exactly when `k > 0`,
bounded without decaying to zero exactly when `k = 0`, and decays to zero exactly
when `k < 0`. -/
theorem lag_gain_trichotomy {h a k : ℝ} {x : ℕ → ℝ} (hx : LaggedStep h a k x)
    (hosc : (2 - h ^ 2 * a) ^ 2 < 4 * (1 + h ^ 2 * k)) (hne : x ≠ 0) :
    (¬ StaysBounded x ↔ 0 < k) ∧
    (StaysBounded x ∧ ¬ Tendsto x atTop (𝓝 0) ↔ k = 0) ∧
    (Tendsto x atTop (𝓝 0) ↔ k < 0) := by
  have hE := energy_pos hx hosc hne
  have hq : 0 < 1 + h ^ 2 * k := by nlinarith [sq_nonneg (2 - h ^ 2 * a)]
  have h0 : h ≠ 0 := by
    rintro rfl
    norm_num at hosc
  have hh : 0 < h ^ 2 := by positivity
  obtain ⟨C, hC, env⟩ : ∃ C : ℝ, 0 ≤ C ∧ ∀ n, x n ^ 2 ≤ C * (1 + h ^ 2 * k) ^ n :=
    ⟨_, div_nonneg (by linarith) (sub_pos.mpr hosc).le, amplitude_envelope hx hosc⟩
  -- gain: the energy outgrows what a bounded trajectory allows
  have gain : 0 < k → ¬ StaysBounded x := by
    rintro hk ⟨B, hB⟩
    have hB0 : 0 ≤ B := (abs_nonneg _).trans (hB 0)
    have sq : ∀ n, x n ^ 2 ≤ B ^ 2 := fun n =>
      sq_le_sq' (abs_le.mp (hB n)).1 (abs_le.mp (hB n)).2
    have up : ∀ n, lagEnergy h a k x n
        ≤ 4 * B ^ 2 + h ^ 2 * (|a| * B ^ 2 + k * B ^ 2) := by
      intro n
      have s1 : (x (n + 1) - x n) ^ 2 ≤ 4 * B ^ 2 := by
        nlinarith [sq_nonneg (x (n + 1) + x n), sq n, sq (n + 1)]
      have s2 : a * x n * x (n + 1) ≤ |a| * B ^ 2 := by
        calc a * x n * x (n + 1) ≤ |a * x n * x (n + 1)| := le_abs_self _
          _ = |a| * (|x n| * |x (n + 1)|) := by rw [abs_mul, abs_mul, mul_assoc]
          _ ≤ |a| * (B * B) := mul_le_mul_of_nonneg_left
              (mul_le_mul (hB n) (hB (n + 1)) (abs_nonneg _) hB0) (abs_nonneg a)
          _ = |a| * B ^ 2 := by ring
      have s3 : k * x n ^ 2 ≤ k * B ^ 2 := mul_le_mul_of_nonneg_left (sq n) hk.le
      exact add_le_add s1 (mul_le_mul_of_nonneg_left (add_le_add s2 s3) hh.le)
    have hq1 : 1 < 1 + h ^ 2 * k := by linarith [mul_pos hh hk]
    obtain ⟨n, hn⟩ := pow_unbounded_of_one_lt
      ((4 * B ^ 2 + h ^ 2 * (|a| * B ^ 2 + k * B ^ 2)) / lagEnergy h a k x 0) hq1
    have h1 := (div_lt_iff₀ hE).mp hn
    have h2 := up n
    rw [energy_pow hx n] at h2
    linarith
  -- no gain: the envelope does not grow
  have bdd : k ≤ 0 → StaysBounded x := by
    intro hk
    have hq1 : 1 + h ^ 2 * k ≤ 1 := by
      linarith [mul_nonneg hh.le (neg_nonneg.mpr hk)]
    exact ⟨√C, fun n => Real.abs_le_sqrt
      ((env n).trans (mul_le_of_le_one_right hC (pow_le_one₀ hq.le hq1)))⟩
  -- damping: the envelope shrinks to zero
  have decay : k < 0 → Tendsto x atTop (𝓝 0) := by
    intro hk
    have hq1 : 1 + h ^ 2 * k < 1 := by
      linarith [mul_pos hh (neg_pos.mpr hk)]
    have s := ((tendsto_pow_atTop_nhds_zero_of_lt_one hq.le hq1).const_mul C).sqrt
    simp only [mul_zero, Real.sqrt_zero] at s
    refine squeeze_zero_norm (fun n => ?_) s
    rw [Real.norm_eq_abs]
    exact Real.abs_le_sqrt (env n)
  -- no damping: the energy cannot fall below its initial value
  have stay : 0 ≤ k → ¬ Tendsto x atTop (𝓝 0) := by
    intro hk t0
    have t1 : Tendsto (fun n => x (n + 1)) atTop (𝓝 0) :=
      t0.comp (tendsto_add_atTop_nat 1)
    have t : Tendsto (fun n => lagEnergy h a k x n) atTop
        (𝓝 ((0 - 0) ^ 2 + h ^ 2 * (a * 0 * 0 + k * 0 ^ 2))) :=
      ((t1.sub t0).pow 2).add
        ((((t0.const_mul a).mul t1).add ((t0.pow 2).const_mul k)).const_mul (h ^ 2))
    have g : ∀ n, lagEnergy h a k x 0 ≤ lagEnergy h a k x n := by
      intro n
      rw [energy_pow hx n]
      exact le_mul_of_one_le_left hE.le
        (one_le_pow₀ (by linarith [mul_nonneg hh.le hk]))
    have l := ge_of_tendsto' t g
    nlinarith [l]
  refine ⟨⟨fun hb => not_le.mp fun hk => hb (bdd hk), gain⟩, ⟨?_, ?_⟩,
    ⟨fun hd => not_le.mp fun hk => stay hk hd, decay⟩⟩
  · rintro ⟨hb, hd⟩
    exact le_antisymm (not_lt.mp fun hk => gain hk hb) (not_lt.mp fun hk => hd (decay hk))
  · intro hk
    exact ⟨bdd hk.le, stay hk.ge⟩
```

After establishing $E_0>0$, $q>0$ and $h^2>0$, the proof stores the envelope with a constant `C` and derives four implications.

- `gain` assumes a bound `B`. The estimates `s1`, `s2` and `s3` bound the squared displacement and the two potential terms, and `pow_unbounded_of_one_lt` supplies a step at which $q^nE_0$ is too large.
- `bdd` uses $q^n\le1$ for $k\le0$, so that $\sqrt C$ bounds every amplitude.
- `decay` takes the square root of the envelope and squeezes $|x_n|$ between zero and a sequence that tends to zero.
- `stay` treats $k\ge0$. If $x_n\to0$, then $E_n\to0$, whereas $E_n\ge E_0>0$.

The closing lines combine these into the equivalences, since exactly one of the three signs of $k$ occurs.

For real-time density-functional simulation, the result serves as a diagnostic model: in one linear mode with a lag of exactly one step, drift in the amplitude can be a product of the time stepping alone. Such simulations usually propagate orbitals by a first-order equation in time; the second-order rule for one amplitude is a simplified stand-in for that. The model also leaves out coupled modes, nonlinear functionals, external driving and memory kernels that reach further back.

## An explicit oscillation and the marginal case

```lean
/-- The oscillation `r ^ n * cos (n * θ)` solves the lagged stepping rule when
`r ^ 2 = 1 + h ^ 2 * k` and `2 * r * cos θ = 2 - h ^ 2 * a`. -/
theorem cosine_solution {h a k r θ : ℝ} (hr : r ^ 2 = 1 + h ^ 2 * k)
    (hθ : 2 * r * Real.cos θ = 2 - h ^ 2 * a) :
    LaggedStep h a k (fun n => r ^ n * Real.cos (n * θ)) := by
  intro n
  have c : Real.cos (((n + 2 : ℕ) : ℝ) * θ)
      = 2 * Real.cos θ * Real.cos (((n + 1 : ℕ) : ℝ) * θ) - Real.cos ((n : ℝ) * θ) := by
    have e1 : ((n + 2 : ℕ) : ℝ) * θ = ((n + 1 : ℕ) : ℝ) * θ + θ := by
      push_cast
      ring
    have e2 : (n : ℝ) * θ = ((n + 1 : ℕ) : ℝ) * θ - θ := by
      push_cast
      ring
    rw [e1, e2, Real.cos_add, Real.cos_sub]
    ring
  show r ^ (n + 2) * Real.cos (((n + 2 : ℕ) : ℝ) * θ)
      - 2 * (r ^ (n + 1) * Real.cos (((n + 1 : ℕ) : ℝ) * θ))
      + r ^ n * Real.cos ((n : ℝ) * θ)
    = -h ^ 2 * (a * (r ^ (n + 1) * Real.cos (((n + 1 : ℕ) : ℝ) * θ))
      + k * (r ^ n * Real.cos ((n : ℝ) * θ)))
  rw [c]
  linear_combination r ^ (n + 1) * Real.cos (((n + 1 : ℕ) : ℝ) * θ) * hθ
    - r ^ n * Real.cos ((n : ℝ) * θ) * hr
```

In the oscillatory regime, $r=\sqrt q$ and $\cos\theta=p/(2\sqrt q)$ satisfy both hypotheses, because $|p|<2\sqrt q$. The solution $r^n\cos(n\theta)$ then displays the envelope directly. The proof rests on the identity `c`,

$$\cos((n+2)\theta)=2\cos\theta\cos((n+1)\theta)-\cos(n\theta),$$

which follows from the addition formulas for $(n+1)\theta\pm\theta$. Multiplying by $r^{n+2}$ and inserting $2r\cos\theta=p$ and $r^2=q$ gives $x_{n+2}=p\,x_{n+1}-q\,x_n$; the final `linear_combination` does the same.

```lean
/-- At equality in the oscillation condition, with `a = k = 0`, the uniform drift
`x n = n` solves the stepping rule and is unbounded. -/
theorem marginal_drift (h : ℝ) :
    (2 - h ^ 2 * 0) ^ 2 = 4 * (1 + h ^ 2 * 0) ∧
    LaggedStep h 0 0 (fun n => (n : ℝ)) ∧ ¬ StaysBounded (fun n => (n : ℝ)) := by
  refine ⟨by norm_num, ?_, ?_⟩
  · intro n
    show ((n + 2 : ℕ) : ℝ) - 2 * ((n + 1 : ℕ) : ℝ) + (n : ℝ)
      = -h ^ 2 * (0 * ((n + 1 : ℕ) : ℝ) + 0 * (n : ℝ))
    push_cast
    ring
  · rintro ⟨B, hB⟩
    obtain ⟨n, hn⟩ := exists_nat_gt B
    exact absurd ((le_abs_self _).trans (hB n)) (not_le.mpr hn)

end

end LaggedPotentialStepping
```

With $a=k=0$ there is no force, and $p^2=4q=4$. The uniform drift $x_n=n$ obeys the rule, since $(n+2)-2(n+1)+n=0$, and it passes every bound although $k=0$. The strict inequality in `hosc` therefore cannot be relaxed to $\le$.

```lean
#print axioms LaggedPotentialStepping.lag_as_displacement_force
#print axioms LaggedPotentialStepping.lag_gain_trichotomy
#print axioms LaggedPotentialStepping.cosine_solution
#print axioms LaggedPotentialStepping.marginal_drift
```

```
'LaggedPotentialStepping.lag_as_displacement_force' depends on axioms: [propext, Classical.choice, Quot.sound]
'LaggedPotentialStepping.lag_gain_trichotomy' depends on axioms: [propext, Classical.choice, Quot.sound]
'LaggedPotentialStepping.cosine_solution' depends on axioms: [propext, Classical.choice, Quot.sound]
'LaggedPotentialStepping.marginal_drift' depends on axioms: [propext, Classical.choice, Quot.sound]
```
